# A qubit in a pure state that precesses at angular frequency W > 0 first becomes orthogonal to its initial state at t = π/W if its Bloch vector is perpendicular to the axis

Q: How soon can a spin one-half reach a state orthogonal to the one it started in? Show me the simplest case.

A: Start with spin up along z and let it precess about x at angular frequency W. With ħ = 1, the state at time t is

ψ(t) = (cos(Wt/2), −i sin(Wt/2)).

The probability of still finding spin up is cos²(Wt/2), which first vanishes at t = π/W. If the axis is z instead, the state only gains a phase and the probability stays at 1. What matters is the angle between the axis, a unit vector n, and the Bloch vector r.

Q: What are these objects in Lean?

A: A spinor is a function `Fin 2 → ℂ`, with components ψ₀ (up) and ψ₁ (down). Spatial indices 0, 1, 2 stand for x, y, z.

```lean
import Mathlib

open Matrix

namespace QubitSpeedLimit

noncomputable section

/-- The Pauli matrix `σ_x`. -/
def σx : Matrix (Fin 2) (Fin 2) ℂ := !![0, 1; 1, 0]

/-- The Pauli matrix `σ_y`. -/
def σy : Matrix (Fin 2) (Fin 2) ℂ := !![0, -Complex.I; Complex.I, 0]

/-- The Pauli matrix `σ_z`. -/
def σz : Matrix (Fin 2) (Fin 2) ℂ := !![1, 0; 0, -1]

/-- The spin component `n·σ` along a real vector `n`. -/
def pauliDot (n : Fin 3 → ℝ) : Matrix (Fin 2) (Fin 2) ℂ :=
  (n 0 : ℂ) • σx + (n 1 : ℂ) • σy + (n 2 : ℂ) • σz
```

Q: And the Bloch vector? Is it put in by hand?

A: No, it is computed from ψ. `expect A ψ` is ⟨ψ|A|ψ⟩ without division by the norm, so it is an expectation value when ψ is a unit spinor, written `star ψ ⬝ᵥ ψ = 1`. The real parts in `bloch` lose nothing, because the Pauli matrices are Hermitian.

```lean
/-- The matrix element `⟨ψ|A|ψ⟩`. -/
def expect (A : Matrix (Fin 2) (Fin 2) ℂ) (ψ : Fin 2 → ℂ) : ℂ := star ψ ⬝ᵥ (A *ᵥ ψ)

/-- The real parts of `⟨ψ|σ_x|ψ⟩`, `⟨ψ|σ_y|ψ⟩` and `⟨ψ|σ_z|ψ⟩`; for a unit spinor this is the Bloch
vector. -/
def bloch (ψ : Fin 2 → ℂ) : Fin 3 → ℝ :=
  ![(expect σx ψ).re, (expect σy ψ).re, (expect σz ψ).re]
```

Q: Which dynamics do you assume?

A: A constant Hamiltonian H = (W/2) n·σ, whose levels are W apart for unit n. Textbooks often write ω or Ω for W. The propagator is defined by its closed form, survival is |⟨ψ|U(t)ψ⟩|², and the variance is ⟨H²⟩ − ⟨H⟩².

```lean
/-- The qubit Hamiltonian `H = (W/2) n·σ`, in units with `ħ = 1`. -/
def hamiltonian (W : ℝ) (n : Fin 3 → ℝ) : Matrix (Fin 2) (Fin 2) ℂ :=
  ((W / 2 : ℝ) : ℂ) • pauliDot n

/-- The matrix `U(t) = cos(Wt/2) - i sin(Wt/2) n·σ`. -/
def propagator (W : ℝ) (n : Fin 3 → ℝ) (t : ℝ) : Matrix (Fin 2) (Fin 2) ℂ :=
  ((Real.cos (W * t / 2) : ℝ) : ℂ) • 1
    - (Complex.I * ((Real.sin (W * t / 2) : ℝ) : ℂ)) • pauliDot n

/-- The squared modulus `|⟨ψ|U(t)ψ⟩|²`; for a unit vector `n` and a unit spinor this is the survival
probability. -/
def survival (W : ℝ) (n : Fin 3 → ℝ) (ψ : Fin 2 → ℂ) (t : ℝ) : ℝ :=
  ‖expect (propagator W n t) ψ‖ ^ 2

/-- The difference `⟨ψ|H²|ψ⟩ - ⟨ψ|H|ψ⟩²`; for a unit spinor this is the energy variance. -/
def energyVariance (W : ℝ) (n : Fin 3 → ℝ) (ψ : Fin 2 → ℂ) : ℝ :=
  (expect (hamiltonian W n * hamiltonian W n) ψ).re - (expect (hamiltonian W n) ψ).re ^ 2
```

Q: Then the closed form could be wrong. Why should U(t) belong to H?

A: Because it satisfies the Schrödinger equation. Distinct Pauli matrices anticommute and each squares to 1, so the cross terms in the square of n·σ cancel:

(n·σ)² = (n·n) 1 = 1.

Lean checks this entry by entry; `fin_cases` produces the four entries.

```lean
/-- For a unit vector `n`, the spin component `n·σ` squares to the identity. -/
theorem pauliDot_mul_self {n : Fin 3 → ℝ} (hn : n ⬝ᵥ n = 1) :
    pauliDot n * pauliDot n = 1 := by
  have h : n 0 * n 0 + n 1 * n 1 + n 2 * n 2 = 1 := by
    simpa only [dotProduct, Fin.sum_univ_three] using hn
  have hC : (n 0 : ℂ) * n 0 + n 1 * n 1 + n 2 * n 2 = 1 := by exact_mod_cast h
  ext i j
  fin_cases i <;> fin_cases j <;>
    simp [pauliDot, σx, σy, σz, Matrix.mul_apply, Fin.sum_univ_two]
  · linear_combination hC - (n 1 : ℂ) ^ 2 * Complex.I_sq
  · ring
  · ring
  · linear_combination hC - (n 1 : ℂ) ^ 2 * Complex.I_sq
```

Now differentiate U(t):

dU/dt = −(W/2) sin(Wt/2) − i(W/2) cos(Wt/2) n·σ.

Multiplying out the other side gives

−iHU = −i(W/2) cos(Wt/2) n·σ − (W/2) sin(Wt/2) (n·σ)²,

which is the same thing once (n·σ)² = 1. The theorem says this for U(t)ψ, for every ψ and t, together with U(0) = 1. In the proof, `hU` writes out U(s)ψ, `hN` is the squared spin component acting on ψ, and the last line uses i² = −1.

```lean
/-- For a unit vector `n`, `U(0) = 1` and `U(t)ψ` solves the Schrödinger equation
`dψ/dt = -i H ψ` with `H = (W/2) n·σ`. -/
theorem propagator_schrodinger (W : ℝ) {n : Fin 3 → ℝ} (hn : n ⬝ᵥ n = 1) :
    propagator W n 0 = 1 ∧ ∀ (ψ : Fin 2 → ℂ) (t : ℝ),
      HasDerivAt (fun s : ℝ => propagator W n s *ᵥ ψ)
        ((-Complex.I) • (hamiltonian W n *ᵥ (propagator W n t *ᵥ ψ))) t := by
  refine ⟨by simp [propagator], fun ψ t => ?_⟩
  have hU : ∀ s, propagator W n s *ᵥ ψ = ((Real.cos (W * s / 2) : ℝ) : ℂ) • ψ
      - (Complex.I * ((Real.sin (W * s / 2) : ℝ) : ℂ)) • (pauliDot n *ᵥ ψ) := by
    intro s
    rw [propagator, Matrix.sub_mulVec, Matrix.smul_mulVec, Matrix.smul_mulVec,
      Matrix.one_mulVec]
  have hN : pauliDot n *ᵥ (pauliDot n *ᵥ ψ) = ψ := by
    rw [Matrix.mulVec_mulVec, pauliDot_mul_self hn, Matrix.one_mulVec]
  have hl : HasDerivAt (fun s : ℝ => W * s / 2) (W / 2) t := by
    simpa using ((hasDerivAt_id t).const_mul W).div_const 2
  simp only [hU]
  refine ((hl.cos.ofReal_comp.smul_const ψ).fun_sub
    ((hl.sin.ofReal_comp.const_mul Complex.I).smul_const (pauliDot n *ᵥ ψ))).congr_deriv ?_
  rw [hamiltonian, Matrix.smul_mulVec, Matrix.mulVec_sub, Matrix.mulVec_smul,
    Matrix.mulVec_smul, hN]
  ext i
  simp only [Pi.sub_apply, Pi.smul_apply, smul_eq_mul]
  push_cast
  linear_combination (-((W : ℂ) / 2 * Complex.sin ((W : ℂ) * t / 2) * ψ i)) * Complex.I_sq
```

Q: Fine. Where does the angle between n and r enter?

A: Through the expectation value of n·σ. By linearity it is

⟨n·σ⟩ = n₀r₀ + n₁r₁ + n₂r₂ = n·r.

The proof compares real and imaginary parts.

```lean
/-- For any real vector `n` and any spinor, `⟨ψ|n·σ|ψ⟩ = n·r` with `r = bloch ψ`. -/
theorem expect_pauliDot (n : Fin 3 → ℝ) (ψ : Fin 2 → ℂ) :
    expect (pauliDot n) ψ = ((n ⬝ᵥ bloch ψ : ℝ) : ℂ) := by
  apply Complex.ext <;>
    simp [expect, bloch, pauliDot, σx, σy, σz, dotProduct, Matrix.mulVec,
      Fin.sum_univ_two, Fin.sum_univ_three] <;> ring
```

Write p = n·r. For a unit spinor the amplitude and its squared modulus are

⟨ψ|U(t)ψ⟩ = cos(Wt/2) − i p sin(Wt/2),

P(t) = cos²(Wt/2) + p² sin²(Wt/2) = 1 − (1 − p²) sin²(Wt/2).

In Lean, `amp` is the first line and `key` is the squared modulus; cos² + sin² = 1 finishes the job.

```lean
/-- For a unit spinor with Bloch vector `r` and any real vector `n`, the matrix `U(t)` satisfies
`|⟨ψ|U(t)ψ⟩|² = 1 - (1 - (n·r)²) sin²(Wt/2)`. -/
theorem survival_eq (W : ℝ) (n : Fin 3 → ℝ) {ψ : Fin 2 → ℂ} (hψ : star ψ ⬝ᵥ ψ = 1) (t : ℝ) :
    survival W n ψ t = 1 - (1 - (n ⬝ᵥ bloch ψ) ^ 2) * Real.sin (W * t / 2) ^ 2 := by
  have key : ∀ c s x : ℝ, ‖(c : ℂ) - Complex.I * s * x‖ ^ 2 = c ^ 2 + (s * x) ^ 2 := by
    intro c s x
    rw [Complex.sq_norm, Complex.normSq_apply]
    simp
    ring
  -- the amplitude is cos(Wt/2) - i sin(Wt/2) (n·r)
  have amp : expect (propagator W n t) ψ = ((Real.cos (W * t / 2) : ℝ) : ℂ)
      - Complex.I * ((Real.sin (W * t / 2) : ℝ) : ℂ) * ((n ⬝ᵥ bloch ψ : ℝ) : ℂ) := by
    have h := expect_pauliDot n ψ
    unfold expect at h ⊢
    rw [propagator, Matrix.sub_mulVec, Matrix.smul_mulVec, Matrix.smul_mulVec,
      Matrix.one_mulVec, dotProduct_sub, dotProduct_smul, dotProduct_smul, hψ, h]
    simp only [smul_eq_mul, mul_one]
  rw [survival, amp, key]
  linear_combination Real.sin_sq_add_cos_sq (W * t / 2)
```

Q: I see no hypothesis that n is a unit vector.

A: The algebra of this formula and of the next two theorems doesn't use it, so they are stated for the matrix U(t) with any real n. The physical reading does use it: for unit n, U(t) is the evolution under H and P(t) is a probability. For n = 0, by contrast, H = 0 moves nothing, while the closed form gives U(π/W) = 0.

Q: When does P(t) vanish?

A: It is a sum of two squares, so both must vanish. Then cos(Wt/2) = 0, hence sin²(Wt/2) = 1, and what remains is p² = 0. Conversely, p = 0 and cos(Wt/2) = 0 give P(t) = 0. The `nlinarith` call extracts the vanishing cosine from the sum of squares.

```lean
/-- For a unit spinor with Bloch vector `r` and any real vector `n`, `|⟨ψ|U(t)ψ⟩|²` vanishes exactly
when `n·r = 0` and `cos(Wt/2) = 0`. -/
theorem survival_eq_zero_iff (W : ℝ) (n : Fin 3 → ℝ) {ψ : Fin 2 → ℂ}
    (hψ : star ψ ⬝ᵥ ψ = 1) (t : ℝ) :
    survival W n ψ t = 0 ↔ n ⬝ᵥ bloch ψ = 0 ∧ Real.cos (W * t / 2) = 0 := by
  rw [survival_eq W n hψ]
  have hsc := Real.sin_sq_add_cos_sq (W * t / 2)
  constructor
  · intro h
    have hc : Real.cos (W * t / 2) = 0 := by
      apply (pow_eq_zero_iff two_ne_zero).1
      nlinarith [sq_nonneg (Real.cos (W * t / 2)),
        sq_nonneg (Real.sin (W * t / 2) * (n ⬝ᵥ bloch ψ))]
    have hs : Real.sin (W * t / 2) ^ 2 = 1 := by
      linear_combination hsc - Real.cos (W * t / 2) * hc
    rw [hs] at h
    exact ⟨(pow_eq_zero_iff two_ne_zero).1 (by linarith), hc⟩
  · rintro ⟨hx, hc⟩
    linear_combination Real.cos (W * t / 2) * hc
      + Real.sin (W * t / 2) ^ 2 * (n ⬝ᵥ bloch ψ) * hx - hsc
```

Q: "First" is a strong word. Does the theorem really say it?

A: Yes. `IsLeast` says that π/W belongs to the set of times t ≥ 0 with zero survival, and that no member is smaller. At t = π/W the cosine is cos(π/2) = 0. For 0 ≤ t < π/W the angle Wt/2 lies in [0, π/2), where the cosine is positive; the proof assumes an earlier zero and contradicts exactly this. The first half of the theorem says that if p ≠ 0, no time, positive or negative, gives an orthogonal state.

```lean
/-- For `W > 0`, a unit spinor with Bloch vector `r` and any real vector `n`, `|⟨ψ|U(t)ψ⟩|²` can
vanish only if `n·r = 0`, and in that case the earliest time `t ≥ 0` at which it does is `π/W`. When
`n` is a unit vector, `U(t)` is the evolution under `H = (W/2) n·σ`, and this is the first time at
which the qubit is orthogonal to its initial state. -/
theorem first_orthogonal_time {W : ℝ} (hW : 0 < W) (n : Fin 3 → ℝ) {ψ : Fin 2 → ℂ}
    (hψ : star ψ ⬝ᵥ ψ = 1) :
    (∀ t, survival W n ψ t = 0 → n ⬝ᵥ bloch ψ = 0) ∧
      (n ⬝ᵥ bloch ψ = 0 → IsLeast {t | 0 ≤ t ∧ survival W n ψ t = 0} (Real.pi / W)) := by
  refine ⟨fun t h => ((survival_eq_zero_iff W n hψ t).1 h).1, fun hr => ⟨⟨?_, ?_⟩, ?_⟩⟩
  · exact div_nonneg Real.pi_pos.le hW.le
  · refine (survival_eq_zero_iff W n hψ _).2 ⟨hr, ?_⟩
    rw [mul_div_cancel₀ Real.pi hW.ne', Real.cos_pi_div_two]
  · rintro t ⟨ht, h⟩
    by_contra hlt
    have h1 : t * W < Real.pi := (lt_div_iff₀ hW).1 (not_le.1 hlt)
    have h2 : 0 ≤ t * W := mul_nonneg ht hW.le
    -- before π/W the cosine is still positive
    have hpos : 0 < Real.cos (W * t / 2) :=
      Real.cos_pos_of_mem_Ioo ⟨by linarith [Real.pi_pos], by linarith⟩
    exact hpos.ne' ((survival_eq_zero_iff W n hψ t).1 h).2
```

Q: A speed limit should involve the energy spread, not just W.

A: Then we need the variance. First, p² ≤ 1. The Bloch vector of a unit spinor has components

r₀ = 2 Re(ψ̄₀ψ₁), r₁ = 2 Im(ψ̄₀ψ₁), r₂ = |ψ₀|² − |ψ₁|²,

so its squared length is

r·r = 4|ψ₀|²|ψ₁|² + (|ψ₀|² − |ψ₁|²)² = (|ψ₀|² + |ψ₁|²)² = 1.

Cauchy–Schwarz then gives p² ≤ (n·n)(r·r) = 1. These are `hr` and `hcs` in the proof.

```lean
/-- For a unit vector `n` and a unit spinor, `(n·r)² ≤ 1`. -/
theorem projection_sq_le_one {n : Fin 3 → ℝ} (hn : n ⬝ᵥ n = 1) {ψ : Fin 2 → ℂ}
    (hψ : star ψ ⬝ᵥ ψ = 1) : (n ⬝ᵥ bloch ψ) ^ 2 ≤ 1 := by
  have h : (ψ 0).re ^ 2 + (ψ 0).im ^ 2 + (ψ 1).re ^ 2 + (ψ 1).im ^ 2 = 1 := by
    have h0 := congrArg Complex.re hψ
    simp [dotProduct, Fin.sum_univ_two] at h0
    linear_combination h0
  -- the Bloch vector of a pure state has length one
  have hr : bloch ψ ⬝ᵥ bloch ψ = 1 := by
    simp [bloch, expect, σx, σy, σz, dotProduct, Matrix.mulVec, Fin.sum_univ_two,
      Fin.sum_univ_three]
    linear_combination
      ((ψ 0).re ^ 2 + (ψ 0).im ^ 2 + (ψ 1).re ^ 2 + (ψ 1).im ^ 2 + 1) * h
  have hcs := Finset.sum_mul_sq_le_sq_mul_sq Finset.univ n (bloch ψ)
  simp only [dotProduct, ← sq] at hn hr ⊢
  rw [hn, hr] at hcs
  linarith
```

Since H² = (W/2)² 1 and ⟨H⟩ = (W/2)p,

(ΔE)² = (W/2)² (1 − p²).

Lean pulls the scalar factors out of the expectation values with `hs` and inserts the two earlier results.

```lean
/-- For a unit vector `n` and a unit spinor, the energy variance is `(W/2)² (1 - (n·r)²)`. -/
theorem energyVariance_eq (W : ℝ) {n : Fin 3 → ℝ} (hn : n ⬝ᵥ n = 1) {ψ : Fin 2 → ℂ}
    (hψ : star ψ ⬝ᵥ ψ = 1) :
    energyVariance W n ψ = (W / 2) ^ 2 * (1 - (n ⬝ᵥ bloch ψ) ^ 2) := by
  have hs : ∀ (a : ℂ) (A : Matrix (Fin 2) (Fin 2) ℂ), expect (a • A) ψ = a * expect A ψ := by
    intro a A
    simp only [expect, Matrix.smul_mulVec, dotProduct_smul, smul_eq_mul]
  have h1 : expect 1 ψ = 1 := by simp only [expect, Matrix.one_mulVec, hψ]
  rw [energyVariance, hamiltonian, smul_mul_smul_comm, pauliDot_mul_self hn, hs, hs, h1,
    expect_pauliDot]
  simp only [← Complex.ofReal_mul, mul_one, Complex.ofReal_re]
  ring
```

Q: How does that bound the survival probability?

A: Set s = √(1 − p²) and x = Wt/2. For W ≥ 0 we have ΔE t = s x and 1 − P(t) = s² sin² x. So it is enough to show

s |sin x| ≤ sin(s x) for 0 ≤ s ≤ 1, x ≥ 0, s x ≤ π/2.

If x ≤ π, the sine is concave on [0, π] and vanishes at 0, which gives the inequality. If x ≥ π, Jordan's inequality sin u ≥ 2u/π on [0, π/2] gives

sin(s x) ≥ 2s x/π ≥ 2s ≥ s |sin x|.

The Lean proof splits into the same two cases.

```lean
/-- For `0 ≤ s ≤ 1`, `x ≥ 0` and `s x ≤ π/2`, one has `s |sin x| ≤ sin (s x)`. -/
theorem mul_abs_sin_le {s x : ℝ} (hs : 0 ≤ s) (hs1 : s ≤ 1) (hx : 0 ≤ x)
    (h : s * x ≤ Real.pi / 2) : s * |Real.sin x| ≤ Real.sin (s * x) := by
  rcases le_total x Real.pi with hp | hp
  · -- concavity of the sine on [0, π]
    rw [abs_of_nonneg (Real.sin_nonneg_of_nonneg_of_le_pi hx hp)]
    have hc := strictConcaveOn_sin_Icc.concaveOn.2 (x := x) ⟨hx, hp⟩ (y := 0)
      ⟨le_refl 0, Real.pi_pos.le⟩ hs (sub_nonneg.2 hs1) (by ring)
    simpa using hc
  · -- Jordan's inequality beyond π
    have hj := Real.mul_le_sin (mul_nonneg hs hx) h
    have h1 : s ≤ 2 / Real.pi * (s * x) := by
      rw [div_mul_eq_mul_div, le_div_iff₀ Real.pi_pos]
      linarith [mul_le_mul_of_nonneg_left hp hs, mul_nonneg hs hx]
    linarith [mul_le_mul_of_nonneg_left (Real.abs_sin_le_one x) hs]
```

Squaring yields 1 − P(t) ≤ sin²(ΔE t), that is,

P(t) ≥ cos²(ΔE t) while t ≥ 0 and ΔE t ≤ π/2.

This is the Mandelstam–Tamm bound for a single qubit with a constant Hamiltonian; the argument uses the explicit survival formula, so it doesn't carry over to more levels. In the statement, ΔE is `√(energyVariance W n ψ)`. The proof identifies ΔE t with s x in `hE` and squares the sine inequality in `hk2`.

```lean
/-- Mandelstam–Tamm bound for a qubit: for unit `n`, a unit spinor, `W ≥ 0` and `t ≥ 0`, the
survival probability is at least `cos²(ΔE t)` as long as `ΔE t ≤ π/2`. -/
theorem mandelstam_tamm {W t : ℝ} (hW : 0 ≤ W) (ht : 0 ≤ t) {n : Fin 3 → ℝ}
    (hn : n ⬝ᵥ n = 1) {ψ : Fin 2 → ℂ} (hψ : star ψ ⬝ᵥ ψ = 1)
    (h : √(energyVariance W n ψ) * t ≤ Real.pi / 2) :
    Real.cos (√(energyVariance W n ψ) * t) ^ 2 ≤ survival W n ψ t := by
  have hle := projection_sq_le_one hn hψ
  obtain ⟨s, hsdef⟩ : ∃ s, s = √(1 - (n ⬝ᵥ bloch ψ) ^ 2) := ⟨_, rfl⟩
  have hs0 : 0 ≤ s := hsdef ▸ Real.sqrt_nonneg _
  have hsq : s ^ 2 = 1 - (n ⬝ᵥ bloch ψ) ^ 2 := by
    rw [hsdef, Real.sq_sqrt (by linarith)]
  have hs1 : s ≤ 1 := by nlinarith [sq_nonneg (n ⬝ᵥ bloch ψ)]
  -- ΔE t = s (Wt/2)
  have hE : √(energyVariance W n ψ) * t = s * (W * t / 2) := by
    rw [energyVariance_eq W hn hψ, Real.sqrt_mul (sq_nonneg _),
      Real.sqrt_sq (by positivity), ← hsdef]
    ring
  rw [hE] at h ⊢
  have hk := mul_abs_sin_le hs0 hs1 (by positivity) h
  have hk2 := pow_le_pow_left₀ (mul_nonneg hs0 (abs_nonneg _)) hk 2
  rw [mul_pow, sq_abs] at hk2
  rw [survival_eq W n hψ, ← hsq]
  linarith [Real.sin_sq_add_cos_sq (s * (W * t / 2))]

end

end QubitSpeedLimit
```

Q: Give me numbers.

A: Take spin up and n = (3/5, 0, 4/5). Then p = 4/5 and

P(t) = 1 − 0.36 sin²(Wt/2),

which never falls below 0.64. The spread is ΔE = (W/2)(3/5) = 0.3 W. At t = π/W we have ΔE t = 0.3π, or 54°, and the bound reads 0.64 ≥ cos² 54° ≈ 0.35.

The same state shows why some upper limit on ΔE t is needed. At ΔE t = π the inequality would demand P = 1, but there Wt/2 = 300° and P = 1 − 0.36 · 0.75 = 0.73.

Q: And for the perpendicular case we began with?

A: There p = 0 and ΔE = W/2, so P(t) = cos²(ΔE t) and the bound is met with equality.

Q: Does this describe my driven qubit in the laboratory?

A: After one step that the hypotheses leave to you: justifying the constant H. For a qubit driven at constant amplitude and frequency it comes from passing to the rotating frame and, with a linearly polarised drive, neglecting the counter-rotating terms. P(t) then compares states in that frame. On resonance W is then the Rabi frequency, not the qubit's transition frequency, and for an isolated two-level system π/W is the duration of the resonant π pulse that flips a qubit from up to down.

```lean
#print axioms QubitSpeedLimit.propagator_schrodinger
#print axioms QubitSpeedLimit.first_orthogonal_time
#print axioms QubitSpeedLimit.mandelstam_tamm
```

```
'QubitSpeedLimit.propagator_schrodinger' depends on axioms: [propext, Classical.choice, Quot.sound]
'QubitSpeedLimit.first_orthogonal_time' depends on axioms: [propext, Classical.choice, Quot.sound]
'QubitSpeedLimit.mandelstam_tamm' depends on axioms: [propext, Classical.choice, Quot.sound]
```
